# The Bogoliubov inequality for a finite quantum system in a Gibbs state

Let a quantum system with finitely many energy levels be in thermal equilibrium at inverse temperature $\beta = 1/k_BT$. Any two Hermitian observables $A$ and $C$ then satisfy

$$|\langle [C,A]\rangle|^2 \le \beta\,\langle A^2\rangle\,\langle [C,[H,C]]\rangle ,$$

where $H$ is the Hamiltonian, written in its eigenbasis, $\langle X\rangle = \operatorname{tr}(\rho X)$ and $\rho = e^{-\beta H}/\operatorname{tr} e^{-\beta H}$. For arbitrary complex matrices $A$ and $C$,

$$|\langle [C,A]\rangle|^2 \le \tfrac{\beta}{2}\,\langle AA^\dagger + A^\dagger A\rangle\,\langle [C^\dagger,[H,C]]\rangle .$$

The inequality bounds the thermal average of a commutator by the mean square of $A$ and the average of a double commutator. The double commutator itself can often be worked out as an operator without solving for the spectrum, although its average still depends on the Gibbs state. Bounds of this form are used to prove that isotropic Heisenberg magnets with short-range exchange have no spontaneous magnetisation in one and two dimensions at nonzero temperature. The version here applies to each finite lattice, and the infinite-volume limit needs estimates of its own. It is a different statement from the Gibbs–Bogoliubov variational bound on the free energy.

## Derivation from pairs of levels

Let $E_i$ be the energies and $p_i = e^{-\beta E_i}/Z$ the Boltzmann weights, with $Z=\sum_k e^{-\beta E_k}$. Since $\rho$ is diagonal, $\langle X\rangle = \sum_i p_i X_{ii}$.

**The three averages.** Writing out the commutator and exchanging the names $i$ and $j$ in its second term gives

$$\langle [C,A]\rangle = \sum_{ij} p_i\,(C_{ij}A_{ji} - A_{ij}C_{ji}) = \sum_{ij}(p_i-p_j)\,C_{ij}A_{ji}.$$

Now replace $C$ by $C^\dagger$ and $A$ by $[H,C]$, whose elements are $[H,C]_{ij} = (E_i-E_j)C_{ij}$. After another exchange of names,

$$\langle [C^\dagger,[H,C]]\rangle = \sum_{ij}(p_j-p_i)(E_i-E_j)\,|C_{ij}|^2 .$$

In the same way,

$$\langle AA^\dagger + A^\dagger A\rangle = \sum_{ij} p_i\,(|A_{ij}|^2+|A_{ji}|^2) = \sum_{ij}(p_i+p_j)\,|A_{ji}|^2 .$$

The last two averages are real.

**A bound for two levels.** The function $y\cosh y - \sinh y$ vanishes at $0$ and has derivative $y\sinh y \ge 0$ for $y\ge 0$. Hence $\sinh x \le x\cosh x$, that is, $\tanh x\le x$, for $x\ge 0$. Multiplying by $\sinh x\ge 0$ gives

$$\sinh^2 x \le x\,\sinh x\,\cosh x ,$$

and this holds for all real $x$ because both sides are even.

Set $x = \beta(E_j-E_i)/2$ and $m = e^{-\beta(E_i+E_j)/2}$. Then $e^{-\beta E_i} = m e^{x}$ and $e^{-\beta E_j} = m e^{-x}$, so

$$p_i-p_j = \frac{2m}{Z}\sinh x, \qquad p_i+p_j = \frac{2m}{Z}\cosh x .$$

Multiplying the hyperbolic inequality by $(2m/Z)^2$ yields

$$(p_i-p_j)^2 \le \tfrac{\beta}{2}\,(p_j-p_i)(E_i-E_j)(p_i+p_j).$$

**Cauchy–Schwarz.** Define

$$f_{ij} = \tfrac{\beta}{2}(p_j-p_i)(E_i-E_j)|C_{ij}|^2,\quad g_{ij} = (p_i+p_j)|A_{ji}|^2,\quad r_{ij} = |p_i-p_j|\,|C_{ij}|\,|A_{ji}| .$$

The two-level bound gives $r_{ij}^2\le f_{ij}g_{ij}$. It also gives $f_{ij}\ge 0$, after division by $p_i+p_j>0$. Therefore

$$|\langle [C,A]\rangle|^2 \le \Big(\sum_{ij} r_{ij}\Big)^2 \le \sum_{ij} f_{ij}\,\sum_{ij} g_{ij},$$

which is the general inequality. For Hermitian $A$ and $C$ the daggers disappear and $\langle AA^\dagger+A^\dagger A\rangle = 2\langle A^2\rangle$, which cancels the factor $\tfrac12$.

## Hamiltonian, Gibbs state and averages in Lean

The levels are labelled by a finite type `n`.

```lean
import Mathlib

open Matrix

namespace BogoliubovInequality

noncomputable section

variable {n : Type*} [Fintype n] [DecidableEq n]
```

The Hamiltonian is a diagonal matrix built from a real function `E`, and degenerate levels are allowed.

```lean
/-- The Hamiltonian with energy levels `E`, written in its eigenbasis. -/
def hamiltonian (E : n → ℝ) : Matrix n n ℂ := diagonal fun i => (E i : ℂ)
```

A Hamiltonian given in another basis must first be diagonalised, with $A$ and $C$ transformed by the same unitary. The averages do not change under this step, which is left to the reader. Systems with infinitely many levels, such as a harmonic oscillator, are beyond the theorems.

The Gibbs state is defined through the matrix exponential, so its diagonal form is something to prove.

```lean
/-- The Gibbs state `exp(-βH) / tr exp(-βH)` of a system with at least one level. -/
def gibbs (β : ℝ) (E : n → ℝ) : Matrix n n ℂ :=
  (trace (NormedSpace.exp (-(β : ℂ) • hamiltonian E)))⁻¹ •
    NormedSpace.exp (-(β : ℂ) • hamiltonian E)
```

The weight $p_i$ is called `weight β E i`.

```lean
/-- The Boltzmann weight of level `i` in a system with at least one level. -/
def weight (β : ℝ) (E : n → ℝ) (i : n) : ℝ :=
  Real.exp (-β * E i) / ∑ j, Real.exp (-β * E j)
```

If `n` is empty, the normalisation divides by zero, but all averages are then zero and the inequalities still hold.

The average $\langle X\rangle$ is `expect β E X`, a complex number for a general matrix `X`.

```lean
/-- The thermal average `tr(ρ X)` in the Gibbs state. -/
def expect (β : ℝ) (E : n → ℝ) (X : Matrix n n ℂ) : ℂ := trace (gibbs β E * X)

/-- The commutator `[X, Y] = XY - YX`. -/
def comm (X Y : Matrix n n ℂ) : Matrix n n ℂ := X * Y - Y * X
```

## The Gibbs state has Boltzmann weights on its diagonal

The next theorem connects the two definitions. First $-\beta H$ is recognised as a diagonal matrix. Then `Matrix.exp_diagonal` moves the exponential onto the diagonal, and `NormedSpace.map_exp` evaluates it entry by entry.

```lean
/-- The Gibbs state is diagonal in the energy basis, with the Boltzmann weights as entries. -/
theorem gibbs_eq_diagonal (β : ℝ) (E : n → ℝ) :
    gibbs β E = diagonal fun i => (weight β E i : ℂ) := by
  have h0 : -(β : ℂ) • hamiltonian E = diagonal (fun i => ((-β * E i : ℝ) : ℂ)) := by
    ext i j
    by_cases h : i = j
    · subst h
      simp [hamiltonian]
    · simp [hamiltonian, h]
  have h : NormedSpace.exp (-(β : ℂ) • hamiltonian E)
      = diagonal fun i => ((Real.exp (-β * E i) : ℝ) : ℂ) := by
    rw [h0, Matrix.exp_diagonal]
    congr 1
    funext i
    rw [Complex.ofReal_exp, Complex.exp_eq_exp_ℂ]
    exact NormedSpace.map_exp (Pi.evalRingHom (fun _ : n => ℂ) i) (continuous_apply i)
      (fun i => ((-β * E i : ℝ) : ℂ))
  rw [gibbs, h, trace_diagonal]
  ext i j
  by_cases hij : i = j
  · subst hij
    simp [weight, div_eq_inv_mul]
  · simp [hij]
```

The formula $\langle X\rangle=\sum_i p_iX_{ii}$ follows.

```lean
/-- A thermal average is the Boltzmann-weighted sum of the diagonal matrix elements. -/
theorem expect_eq_sum (β : ℝ) (E : n → ℝ) (X : Matrix n n ℂ) :
    expect β E X = ∑ i, (weight β E i : ℂ) * X i i := by
  simp [expect, gibbs_eq_diagonal, trace, diagonal_mul]
```

## From the hyperbolic tangent to a bound on two weights

In the proof of $\tanh x\le x$, `hd` computes the derivative of $y\cosh y-\sinh y$ and `hm` deduces that the function increases on $[0,\infty)$. Comparing its values at $0$ and $x$ gives the claim.

```lean
/-- The hyperbolic tangent satisfies `tanh x ≤ x` for `x ≥ 0`. -/
theorem tanh_le_self {x : ℝ} (hx : 0 ≤ x) : Real.tanh x ≤ x := by
  have hd : ∀ y : ℝ, HasDerivAt (fun y => y * Real.cosh y - Real.sinh y)
      (y * Real.sinh y) y := fun y =>
    (((hasDerivAt_id' y).fun_mul (Real.hasDerivAt_cosh y)).fun_sub
      (Real.hasDerivAt_sinh y)).congr_deriv (by ring)
  -- x cosh x - sinh x vanishes at 0 and increases from there
  have hm : MonotoneOn (fun y => y * Real.cosh y - Real.sinh y) (Set.Ici 0) := by
    apply monotoneOn_of_deriv_nonneg (convex_Ici 0)
    · exact fun y _ => (hd y).continuousAt.continuousWithinAt
    · exact fun y _ => (hd y).differentiableAt.differentiableWithinAt
    · intro y hy
      rw [interior_Ici] at hy
      rw [(hd y).deriv]
      exact mul_nonneg (le_of_lt hy) (Real.sinh_nonneg_iff.mpr (le_of_lt hy))
  have h := hm (Set.mem_Ici.mpr le_rfl) (Set.mem_Ici.mpr hx) hx
  simp only [Real.sinh_zero, zero_mul, sub_zero] at h
  rw [Real.tanh_eq_sinh_div_cosh, div_le_iff₀ (Real.cosh_pos x)]
  linarith
```

The two-level bound follows the derivation above. The step `hs` is the hyperbolic inequality for $x\ge0$, and `hall` extends it to all real $x$ by parity. The equations `hi` and `hj` factor out $m$, with $e^{\pm x}$ written as $\cosh x\pm\sinh x$. The last `h` multiplies the hyperbolic inequality by $(2m/Z)^2$, and the `calc` identifies the result with the two sides of the claim.

```lean
omit [DecidableEq n] in
/-- For two levels, the squared difference of the Boltzmann weights is bounded by `β/2` times
the energy difference, the weight difference (in reverse order) and the sum of the weights. -/
theorem weight_sq_le (β : ℝ) (E : n → ℝ) (i j : n) :
    (weight β E i - weight β E j) ^ 2 ≤
      β / 2 * ((weight β E j - weight β E i) * (E i - E j)) *
        (weight β E i + weight β E j) := by
  have hs : ∀ x : ℝ, 0 ≤ x → Real.sinh x ^ 2 ≤ x * Real.sinh x * Real.cosh x := by
    intro x hx
    have h := tanh_le_self hx
    rw [Real.tanh_eq_sinh_div_cosh, div_le_iff₀ (Real.cosh_pos x)] at h
    have h2 := mul_le_mul_of_nonneg_left h (Real.sinh_nonneg_iff.mpr hx)
    linarith
  have hall : ∀ x : ℝ, Real.sinh x ^ 2 ≤ x * Real.sinh x * Real.cosh x := by
    intro x
    rcases le_total 0 x with hx | hx
    · exact hs x hx
    · have h := hs (-x) (by linarith)
      rw [Real.sinh_neg, Real.cosh_neg] at h
      linarith
  -- factor out the geometric mean m of the two Boltzmann factors
  obtain ⟨x, hx⟩ : ∃ x, x = β * (E j - E i) / 2 := ⟨_, rfl⟩
  obtain ⟨m, hm⟩ : ∃ m, m = Real.exp (-β * (E i + E j) / 2) := ⟨_, rfl⟩
  have hi : Real.exp (-β * E i) = m * (Real.cosh x + Real.sinh x) := by
    rw [Real.cosh_add_sinh, hm, ← Real.exp_add, hx]
    congr 1
    ring
  have hj : Real.exp (-β * E j) = m * (Real.cosh x - Real.sinh x) := by
    rw [Real.cosh_sub_sinh, hm, ← Real.exp_add, hx]
    congr 1
    ring
  unfold weight
  generalize (∑ k, Real.exp (-β * E k)) = Z
  rw [hi, hj, div_eq_mul_inv, div_eq_mul_inv]
  have h := mul_le_mul_of_nonneg_left (hall x) (sq_nonneg (2 * m * Z⁻¹))
  calc _ = (2 * m * Z⁻¹) ^ 2 * Real.sinh x ^ 2 := by ring
    _ ≤ _ := h
    _ = _ := by rw [hx]; ring
```

No sign of $\beta$ is assumed. When $\beta$ is negative, the higher level has the larger weight and the double-commutator average is at most zero, so its product with $\beta$ is still nonnegative.

## The three averages as double sums

In the commutator average, `swap` is the exchange of names $i\leftrightarrow j$, carried out by `Finset.sum_comm`.

```lean
/-- The average of a commutator is a sum over pairs of levels, weighted by the differences of
their Boltzmann weights. -/
theorem expect_comm (β : ℝ) (E : n → ℝ) (C A : Matrix n n ℂ) :
    expect β E (comm C A) =
      ∑ i, ∑ j, ((weight β E i - weight β E j : ℝ) : ℂ) * (C i j * A j i) := by
  have swap : ∑ i, ∑ j, (weight β E i : ℂ) * (A i j * C j i)
      = ∑ i, ∑ j, (weight β E j : ℂ) * (A j i * C i j) := Finset.sum_comm
  rw [expect_eq_sum]
  simp only [comm, Matrix.sub_apply, Matrix.mul_apply, mul_sub, Finset.mul_sum,
    Finset.sum_sub_distrib]
  rw [swap, ← Finset.sum_sub_distrib]
  refine Finset.sum_congr rfl fun i _ => ?_
  rw [← Finset.sum_sub_distrib]
  refine Finset.sum_congr rfl fun j _ => ?_
  push_cast
  ring
```

The double commutator is obtained by applying this theorem to $C^\dagger$ and $[H,C]$. The identity `hz` says that $\overline{z}z=|z|^2$, and `linear_combination` multiplies it by the factors of weights and energies.

```lean
/-- The average of `[C†, [H, C]]` is a real sum over pairs of levels. -/
theorem expect_double_comm (β : ℝ) (E : n → ℝ) (C : Matrix n n ℂ) :
    expect β E (comm Cᴴ (comm (hamiltonian E) C)) =
      ((∑ i, ∑ j, (weight β E j - weight β E i) * (E i - E j) * ‖C i j‖ ^ 2 : ℝ) : ℂ) := by
  rw [expect_comm, Finset.sum_comm, Complex.ofReal_sum]
  refine Finset.sum_congr rfl fun i _ => ?_
  rw [Complex.ofReal_sum]
  refine Finset.sum_congr rfl fun j _ => ?_
  have hz : star (C i j) * C i j = (‖C i j‖ : ℂ) ^ 2 := Complex.conj_mul' _
  simp only [comm, hamiltonian, Matrix.sub_apply, diagonal_mul, mul_diagonal,
    conjTranspose_apply]
  push_cast
  linear_combination ((weight β E j : ℂ) - weight β E i) * ((E i : ℂ) - E j) * hz
```

The right-hand side is a real number regarded as a complex one, so the theorem also states that the average is real. The same is true of the symmetrised square of $A$.

```lean
/-- The average of `AA† + A†A` is a real sum over pairs of levels. -/
theorem expect_anticomm (β : ℝ) (E : n → ℝ) (A : Matrix n n ℂ) :
    expect β E (A * Aᴴ + Aᴴ * A) =
      ((∑ i, ∑ j, (weight β E i + weight β E j) * ‖A j i‖ ^ 2 : ℝ) : ℂ) := by
  have swap : ∑ i, ∑ j, (weight β E i : ℂ) * (A i j * star (A i j))
      = ∑ i, ∑ j, (weight β E j : ℂ) * (A j i * star (A j i)) := Finset.sum_comm
  rw [expect_eq_sum]
  simp only [Matrix.add_apply, Matrix.mul_apply, conjTranspose_apply, mul_add,
    Finset.mul_sum, Finset.sum_add_distrib]
  rw [swap, ← Finset.sum_add_distrib, Complex.ofReal_sum]
  refine Finset.sum_congr rfl fun i _ => ?_
  rw [← Finset.sum_add_distrib, Complex.ofReal_sum]
  refine Finset.sum_congr rfl fun j _ => ?_
  have hz : star (A j i) * A j i = (‖A j i‖ : ℂ) ^ 2 := Complex.conj_mul' _
  push_cast
  linear_combination ((weight β E i : ℂ) + weight β E j) * hz
```

## The inequality for arbitrary and for Hermitian matrices

In the main theorem `Aᴴ` is $A^\dagger$ and the norm on the left is the complex modulus. The right-hand side takes real parts with `.re`, so that the inequality compares two real numbers. By the two preceding theorems this discards nothing.

The functions `f`, `g` and `r` are $f_{ij}$, $g_{ij}$ and $r_{ij}$, with the pair $(i,j)$ stored as `q`. The steps `hf`, `hg` and `hr` supply the two signs and $r_{ij}^2\le f_{ij}g_{ij}$. The triangle inequality is `hn`, Cauchy–Schwarz is `cs`, and `hF` and `hG` turn the sums back into averages.

```lean
/-- **Bogoliubov inequality**: for arbitrary matrices `A`, `C` and every real `β`,
`|⟨[C, A]⟩|² ≤ (β/2) ⟨AA† + A†A⟩ ⟨[C†, [H, C]]⟩` in the Gibbs state of `H`. -/
theorem bogoliubov (β : ℝ) (E : n → ℝ) (A C : Matrix n n ℂ) :
    ‖expect β E (comm C A)‖ ^ 2 ≤ β / 2 * (expect β E (A * Aᴴ + Aᴴ * A)).re *
      (expect β E (comm Cᴴ (comm (hamiltonian E) C))).re := by
  have hp : ∀ i, 0 < weight β E i := fun i =>
    div_pos (Real.exp_pos _) (Finset.sum_pos (fun j _ => Real.exp_pos _) ⟨i, Finset.mem_univ i⟩)
  let f : n × n → ℝ := fun q =>
    β / 2 * ((weight β E q.2 - weight β E q.1) * (E q.1 - E q.2) * ‖C q.1 q.2‖ ^ 2)
  let g : n × n → ℝ := fun q => (weight β E q.1 + weight β E q.2) * ‖A q.2 q.1‖ ^ 2
  let r : n × n → ℝ := fun q =>
    ‖((weight β E q.1 - weight β E q.2 : ℝ) : ℂ) * (C q.1 q.2 * A q.2 q.1)‖
  have hf : ∀ q, 0 ≤ f q := by
    intro q
    have h : 0 ≤ β / 2 * ((weight β E q.2 - weight β E q.1) * (E q.1 - E q.2)) := by
      refine le_of_mul_le_mul_right ?_ (add_pos (hp q.1) (hp q.2))
      rw [zero_mul]
      exact (sq_nonneg _).trans (weight_sq_le β E q.1 q.2)
    have h2 := mul_nonneg h (sq_nonneg ‖C q.1 q.2‖)
    dsimp only [f]
    linarith
  have hg : ∀ q, 0 ≤ g q := fun q =>
    mul_nonneg (add_pos (hp q.1) (hp q.2)).le (sq_nonneg _)
  have hr : ∀ q, r q ^ 2 ≤ f q * g q := by
    intro q
    dsimp only [r, f, g]
    rw [norm_mul, norm_mul, Complex.norm_real, mul_pow, Real.norm_eq_abs, sq_abs]
    refine (mul_le_mul_of_nonneg_right (weight_sq_le β E q.1 q.2)
      (sq_nonneg (‖C q.1 q.2‖ * ‖A q.2 q.1‖))).trans (le_of_eq ?_)
    ring
  have hn : ‖expect β E (comm C A)‖ ≤ ∑ q, r q := by
    rw [expect_comm, Fintype.sum_prod_type]
    exact (norm_sum_le _ _).trans (Finset.sum_le_sum fun i _ => norm_sum_le _ _)
  -- Cauchy-Schwarz over pairs of levels
  have cs : (∑ q, r q) ^ 2 ≤ (∑ q, f q) * ∑ q, g q :=
    Finset.sum_sq_le_sum_mul_sum_of_sq_le_mul Finset.univ (fun q _ => hf q)
      (fun q _ => hg q) (fun q _ => hr q)
  have hF : ∑ q, f q =
      β / 2 * (expect β E (comm Cᴴ (comm (hamiltonian E) C))).re := by
    rw [expect_double_comm, Complex.ofReal_re, Fintype.sum_prod_type]
    simp only [f, Finset.mul_sum]
  have hG : ∑ q, g q = (expect β E (A * Aᴴ + Aᴴ * A)).re := by
    rw [expect_anticomm, Complex.ofReal_re, Fintype.sum_prod_type]
  rw [hF, hG] at cs
  have h := (pow_le_pow_left₀ (norm_nonneg _) hn 2).trans cs
  linarith
```

The dagger in the outer commutator is easily lost when the Hermitian formula is carried over to ladder operators. Take two levels with $E_1\neq E_2$, $\beta\neq0$, $C=|1\rangle\langle2|$ and $A=C^\dagger$. Then $[H,C]=(E_1-E_2)C$, so $[C,[H,C]]=0$, whereas $\langle[C,A]\rangle=p_1-p_2\neq0$. With $[C,[H,C]]$ in place of $[C^\dagger,[H,C]]$ the inequality would be false.

For Hermitian matrices, `hA.eq` and `hC.eq` replace $A^\dagger$ by $A$ and $C^\dagger$ by $C$, and `h2` splits the average of $A^2+A^2$ into two equal terms.

```lean
/-- For Hermitian `A` and `C` and every real `β`,
`|⟨[C, A]⟩|² ≤ β ⟨A²⟩ ⟨[C, [H, C]]⟩` in the Gibbs state of `H`. -/
theorem bogoliubov_hermitian (β : ℝ) (E : n → ℝ) {A C : Matrix n n ℂ}
    (hA : A.IsHermitian) (hC : C.IsHermitian) :
    ‖expect β E (comm C A)‖ ^ 2 ≤ β * (expect β E (A ^ 2)).re *
      (expect β E (comm C (comm (hamiltonian E) C))).re := by
  have h := bogoliubov β E A C
  have h2 : expect β E (A * A + A * A) = expect β E (A ^ 2) + expect β E (A ^ 2) := by
    simp only [expect, mul_add, trace_add, pow_two]
  rw [hA.eq, hC.eq, h2, Complex.add_re] at h
  linarith

end

end BogoliubovInequality
```

```lean
#print axioms BogoliubovInequality.bogoliubov
#print axioms BogoliubovInequality.bogoliubov_hermitian
```

```
'BogoliubovInequality.bogoliubov' depends on axioms: [propext, Classical.choice, Quot.sound]
'BogoliubovInequality.bogoliubov_hermitian' depends on axioms: [propext, Classical.choice, Quot.sound]
```
